# Less than 0.3% of a hydrogenic 1s donor electron's charge lies beyond five effective Bohr radii

Q: You measure cell size by a sphere of radius $R$ centred on one isolated donor, and you call a cell large enough when little charge lies outside that sphere. A supercell is a periodic box. Why should I accept the sphere?

A: Because it isolates one question: how far does the donor electron reach? The model has a single electron in a spherical 1s envelope, with no periodic images. If the sphere fits inside the box, the charge outside the box is at most the charge outside the sphere. For supercell calculations of shallow donors, this non-interacting, isolated-donor model therefore gives a first length scale for the cell, though not an error bar on a computed energy.

Q: Then derive the charge outside the sphere by hand first.

A: Let $a>0$ be the effective Bohr radius and $r$ the distance from the donor. The normalised orbital is
$$\psi(r)=\frac{e^{-r/a}}{\sqrt{\pi a^3}}.$$
A shell of radius $r$ has area $4\pi r^2$, so the radial density is
$$4\pi r^2\,\psi(r)^2=\frac{4r^2}{a^3}\,e^{-2r/a}.$$
The charge outside $R$, in units of the electron charge, is the integral of this from $R$ to infinity. Put $s=r/a$, so that $dr=a\,ds$, and write $x=R/a$. The powers of $a$ cancel:
$$Q(R)=\int_R^\infty \frac{4r^2}{a^3}e^{-2r/a}\,dr=\int_x^\infty 4s^2e^{-2s}\,ds.$$

To evaluate the last integral, take $F(x)=e^{-2x}(1+2x+2x^2)$. The product rule gives
$$F'(x)=e^{-2x}\left[-2(1+2x+2x^2)+(2+4x)\right]=-4x^2e^{-2x}.$$
So $-F$ is an antiderivative of the integrand. Since the exponential beats any power, $F(s)\to0$ as $s\to\infty$, and
$$\int_x^\infty 4s^2e^{-2s}\,ds=0-(-F(x))=F(x).$$
Hence $Q(R)=F(R/a)$. At $R=0$ this is $F(0)=1$, one whole electron.

Q: Give me numbers for an actual length.

A: Take $a=2$ nm. At $R=10$ nm, $x=5$ and the polynomial is $1+10+50=61$, so $Q=61\,e^{-10}\approx0.00277$. At $R=9$ nm, $x=4.5$ and the polynomial is $1+9+40.5=50.5$, so $Q=50.5\,e^{-9}\approx0.00623$. The last nanometre of radius more than halves the outer charge. A sphere of radius 10 nm fits in a cube of side 20 nm.

Q: Now the formal version. Does it start from the orbital, or does it begin with the dimensionless integral and leave the physics to the commentary?

A: It starts from the orbital. Both `a` and `r` are real numbers, understood as lengths in the same unit.

In Lean 4 with Mathlib:

```lean
import Mathlib

open MeasureTheory Filter Set Topology

namespace ShallowDonorCellSize

noncomputable section

/-- The hydrogenic 1s envelope function of a donor with effective Bohr radius `a`,
at distance `r` from the donor. -/
def donorOrbital (a r : ℝ) : ℝ := Real.exp (-(r / a)) / Real.sqrt (Real.pi * a ^ 3)
```

Q: Where does `a` come from?

A: It is an input. In effective-mass theory it stands for $a=\kappa\,(m_e/m^*)\,a_0$, with $\kappa$ the relative permittivity of the host, $m^*$ the band-edge effective mass, $m_e$ the free-electron mass and $a_0$ the hydrogen Bohr radius. A large permittivity and a light effective mass make it large. The file does not solve the effective-mass equation; it takes the 1s form as given. That form assumes an isotropic mass and a Coulomb potential screened by the constant $\kappa$ all the way to the donor, and it leaves out the rapidly varying Bloch function of the host.

Q: And the density?

A: It is the orbital squared times the shell area. The factor $4\pi r^2$ is written into the definition, so the angular integration has already been done for a spherical state.

```lean
/-- The radial charge density `4π r² |ψ(r)|²` of the donor electron. -/
def radialDensity (a r : ℝ) : ℝ := 4 * Real.pi * r ^ 2 * donorOrbital a r ^ 2
```

The outer charge is then an integral over `Ioi R`, the open half-line of all $r>R$. Leaving out the single point $r=R$ changes nothing.

```lean
/-- The donor charge found farther than `R` from the donor, in units of the electron charge. -/
def outerCharge (a R : ℝ) : ℝ := ∫ r in Ioi R, radialDensity a r
```

The closed form $F$ gets its own name, `outerFraction`, because its monotonicity is needed later. It is defined independently of the integral, so their equality is something to prove.

```lean
/-- The function `exp(-2x) (1 + 2x + 2x²)` of the distance `x` in effective Bohr radii. -/
def outerFraction (x : ℝ) : ℝ := Real.exp (-(2 * x)) * (1 + 2 * x + 2 * x ^ 2)
```

Q: So the first task is the derivative you found by hand.

A: Yes. In the next proof `h1` differentiates the exponent $-2x$, and `h2` differentiates the polynomial. The product rule combines them, and `ring` performs the cancellation that leaves only $-4x^2e^{-2x}$.

```lean
/-- The slope of `exp(-2x) (1 + 2x + 2x²)` is minus the dimensionless radial density. -/
theorem hasDerivAt_outerFraction (x : ℝ) :
    HasDerivAt outerFraction (-(4 * x ^ 2 * Real.exp (-(2 * x)))) x := by
  have h1 : HasDerivAt (fun y : ℝ => -(2 * y)) (-2) x :=
    ((hasDerivAt_id' x).const_mul (2 : ℝ)).fun_neg.congr_deriv (by ring)
  have h2 : HasDerivAt (fun y : ℝ => 1 + 2 * y + 2 * y ^ 2) (2 + 4 * x) x :=
    ((((hasDerivAt_id' x).const_mul (2 : ℝ)).const_add 1).fun_add
      (((hasDerivAt_id' x).fun_pow 2).const_mul (2 : ℝ))).congr_deriv (by norm_num; ring)
  exact (h1.exp.fun_mul h2).congr_deriv (by ring)
```

Q: And "the exponential beats any power"?

A: That is a Mathlib limit for $y^n e^{-y}$, applied with $y=2x$. The proof splits $F$ as
$$F(x)=(2x)^0e^{-2x}+(2x)^1e^{-2x}+\tfrac12(2x)^2e^{-2x}$$
and adds three limits, each equal to zero.

```lean
/-- The function `exp(-2x) (1 + 2x + 2x²)` vanishes at large distance. -/
theorem tendsto_outerFraction : Tendsto outerFraction atTop (𝓝 0) := by
  have h (n : ℕ) : Tendsto (fun x : ℝ => (2 * x) ^ n * Real.exp (-(2 * x))) atTop (𝓝 0) :=
    (Real.tendsto_pow_mul_exp_neg_atTop_nhds_zero n).comp
      (tendsto_id.const_mul_atTop two_pos)
  have h3 := ((h 0).add (h 1)).add ((h 2).const_mul (1 / 2 : ℝ))
  have e : (0 : ℝ) + 0 + 1 / 2 * 0 = 0 := by norm_num
  rw [e] at h3
  refine h3.congr (fun x => ?_)
  simp only [outerFraction]
  ring
```

Q: You will want to pass from one radius to all larger ones. Is $F$ really decreasing from the donor outwards? Its slope vanishes at $x=0$.

A: It is strictly decreasing on the closed half-line $x\ge0$, endpoint included. The criterion used needs continuity on the whole set but a negative derivative only in the interior, where $x>0$ and $-4x^2e^{-2x}<0$.

```lean
/-- The function `exp(-2x) (1 + 2x + 2x²)` decreases strictly for `x ≥ 0`. -/
theorem strictAntiOn_outerFraction : StrictAntiOn outerFraction (Ici 0) := by
  refine strictAntiOn_of_deriv_neg (convex_Ici 0)
    (fun x _ => (hasDerivAt_outerFraction x).continuousAt.continuousWithinAt) ?_
  intro x hx
  rw [interior_Ici] at hx
  have hx0 : 0 < x := hx
  rw [(hasDerivAt_outerFraction x).deriv]
  have : 0 < 4 * x ^ 2 * Real.exp (-(2 * x)) := by positivity
  linarith
```

Q: Now the integral itself. How do you know that it converges?

A: The integrand is nonnegative and has the antiderivative $-F$, which tends to a finite limit. The Mathlib theorem used here draws integrability from those two facts and returns the limit minus the value at the lower end. In the proof, `hd` supplies the derivative and `ht` the limit. The identity is stated for every real `x`; the physical range is $x\ge0$.

```lean
/-- In effective Bohr units, the integral of the 1s radial density `4 s² exp(-2s)` from `x`
to infinity is `exp(-2x) (1 + 2x + 2x²)`. -/
theorem integral_radial_tail (x : ℝ) :
    ∫ s in Ioi x, 4 * s ^ 2 * Real.exp (-(2 * s)) =
      Real.exp (-(2 * x)) * (1 + 2 * x + 2 * x ^ 2) := by
  have hd : ∀ s ∈ Ici x, HasDerivAt (fun y => -outerFraction y)
      (4 * s ^ 2 * Real.exp (-(2 * s))) s := fun s _ =>
    (hasDerivAt_outerFraction s).fun_neg.congr_deriv (by ring)
  have ht : Tendsto (fun y => -outerFraction y) atTop (𝓝 0) := by
    simpa using tendsto_outerFraction.neg
  -- the density is nonnegative, so its integrability follows from the finite limit
  have h := integral_Ioi_of_hasDerivAt_of_nonneg' hd (fun s _ => by positivity) ht
  rw [h]
  simp only [outerFraction]
  ring
```

Q: That is still dimensionless. Show me that the same expression gives the charge of your orbital.

A: The next theorem says that for every $a>0$ and every real $R$, `outerCharge a R` equals $F(R/a)$. For a physical radius, read it with $R\ge0$.

The proof follows the substitution. First `hr` squares the orbital and rewrites the radial density as $a^{-1}\cdot4(r/a)^2e^{-2r/a}$. Positivity of $a$ matters here, since the square of $\sqrt{\pi a^3}$ has to return $\pi a^3$. Then `h` changes variables to $s=r/a$, which produces a factor $a$. That factor cancels the $a^{-1}$, and the dimensionless integral finishes the calculation.

```lean
/-- For a donor with effective Bohr radius `a`, the charge outside radius `R` is
`exp(-2x) (1 + 2x + 2x²)` with `x = R / a`. -/
theorem outerCharge_eq {a : ℝ} (ha : 0 < a) (R : ℝ) :
    outerCharge a R =
      Real.exp (-(2 * (R / a))) * (1 + 2 * (R / a) + 2 * (R / a) ^ 2) := by
  -- the density in terms of the scaled distance `r / a`
  have hr (r : ℝ) : radialDensity a r =
      a⁻¹ * (4 * (a⁻¹ * r) ^ 2 * Real.exp (-(2 * (a⁻¹ * r)))) := by
    have he : Real.exp (-(r / a)) ^ 2 = Real.exp (-(2 * (a⁻¹ * r))) := by
      rw [← Real.exp_nat_mul]
      congr 1
      push_cast
      ring
    unfold radialDensity donorOrbital
    rw [div_pow, Real.sq_sqrt (by positivity), he]
    generalize Real.exp (-(2 * (a⁻¹ * r))) = E
    have hpi := Real.pi_ne_zero
    field_simp
  -- change of variables `s = r / a`
  have h : ∫ r in Ioi R, 4 * (a⁻¹ * r) ^ 2 * Real.exp (-(2 * (a⁻¹ * r))) =
      a⁻¹⁻¹ • ∫ s in Ioi (a⁻¹ * R), 4 * s ^ 2 * Real.exp (-(2 * s)) :=
    integral_comp_mul_left_Ioi (fun s => 4 * s ^ 2 * Real.exp (-(2 * s))) R (inv_pos.mpr ha)
  unfold outerCharge
  simp_rw [hr]
  rw [integral_const_mul, h, integral_radial_tail, smul_eq_mul, ← mul_assoc, inv_inv,
    inv_mul_cancel₀ ha.ne', one_mul, inv_mul_eq_div]
```

Q: Is the normalisation an assumption?

A: No, it is a consequence. Setting $R=0$ in the closed form gives exactly 1, which checks the prefactor $1/\sqrt{\pi a^3}$ together with the shell area.

```lean
/-- The donor orbital carries exactly one electron. -/
theorem outerCharge_zero {a : ℝ} (ha : 0 < a) : outerCharge a 0 = 1 := by
  rw [outerCharge_eq ha]
  simp
```

Q: Now the threshold. Have you shown it only at $R=5a$?

A: For every $R\ge5a$. The hypothesis `hR` says $5a\le R$, hence $R/a\ge5$, and monotonicity gives $F(R/a)\le F(5)$. What remains is the number $F(5)=61\,e^{-10}$. Since $e>2.7$,
$$61\,e^{-10}<\frac{61}{2.7^{10}}\approx0.00296<0.003.$$
In the proof, `hE` records $e^{-10}e^{10}=1$ and `he` compares the tenth powers. No floating-point value of the exponential enters.

```lean
/-- Less than 0.003 of the donor charge lies outside any radius of at least five effective
Bohr radii. -/
theorem outerCharge_lt {a R : ℝ} (ha : 0 < a) (hR : 5 * a ≤ R) :
    outerCharge a R < 0.003 := by
  have h : outerCharge a R = outerFraction (R / a) := outerCharge_eq ha R
  have hx : 5 ≤ R / a := (le_div_iff₀ ha).mpr hR
  have hm : outerFraction (R / a) ≤ outerFraction 5 :=
    strictAntiOn_outerFraction.antitoneOn (mem_Ici.mpr (by norm_num))
      (mem_Ici.mpr (by linarith)) hx
  -- numerical bound from `e > 2.7`
  have hE : Real.exp (-(2 * 5)) * Real.exp 1 ^ 10 = 1 := by
    rw [← Real.exp_nat_mul, ← Real.exp_add]
    norm_num
  have he : (2.7 : ℝ) ^ 10 < Real.exp 1 ^ 10 :=
    pow_lt_pow_left₀ (by linarith [Real.exp_one_gt_d9]) (by norm_num) (by norm_num)
  have hp := mul_lt_mul_of_pos_left he (Real.exp_pos (-(2 * 5)))
  rw [hE] at hp
  have h5 : outerFraction 5 < 0.003 := by
    unfold outerFraction
    norm_num at hp ⊢
    linarith
  linarith
```

Q: An upper bound could be slack. Perhaps three Bohr radii would already do.

A: They would not, at this tolerance. For every radius with $0\le R\le4.5a$, the outer charge exceeds 0.003. Monotonicity now works the other way, $F(R/a)\ge F(4.5)$, and $e<2.72$ gives
$$F(4.5)=50.5\,e^{-9}>\frac{50.5}{2.72^9}\approx0.0062>0.003.$$
The crossing therefore lies between 4.5 and 5 effective Bohr radii.

```lean
/-- More than 0.003 of the donor charge lies outside any radius of at most 4.5 effective
Bohr radii. -/
theorem lt_outerCharge {a R : ℝ} (ha : 0 < a) (hR0 : 0 ≤ R) (hR : R ≤ 4.5 * a) :
    0.003 < outerCharge a R := by
  have h : outerCharge a R = outerFraction (R / a) := outerCharge_eq ha R
  have hx : R / a ≤ 4.5 := (div_le_iff₀ ha).mpr hR
  have hm : outerFraction 4.5 ≤ outerFraction (R / a) :=
    strictAntiOn_outerFraction.antitoneOn (mem_Ici.mpr (by positivity))
      (mem_Ici.mpr (by norm_num)) hx
  -- numerical bound from `e < 2.72`
  have hE : Real.exp (-(2 * 4.5)) * Real.exp 1 ^ 9 = 1 := by
    rw [← Real.exp_nat_mul, ← Real.exp_add]
    norm_num
  have he : Real.exp 1 ^ 9 < (2.72 : ℝ) ^ 9 :=
    pow_lt_pow_left₀ (by linarith [Real.exp_one_lt_d9]) (Real.exp_pos 1).le (by norm_num)
  have hp := mul_lt_mul_of_pos_left he (Real.exp_pos (-(2 * 4.5)))
  rw [hE] at hp
  have h5 : 0.003 < outerFraction 4.5 := by
    unfold outerFraction
    norm_num at hp ⊢
    linarith
  linarith
```

Q: The figure 0.003 is still arbitrary. What if I want a different tolerance?

A: It is a choice of how much charge you are willing to leave outside, and no physical law selects it. The last theorem handles any tolerance $\varepsilon$ with $0<\varepsilon<1$. It provides a number $x>0$ such that, for every $a>0$ and every $R\ge0$,
$$Q(R)<\varepsilon\quad\Longleftrightarrow\quad R>xa.$$
The order of the quantifiers carries the physics: $x$ is chosen after $\varepsilon$ but before $a$, so the same $x$ serves all donors in the model. If the effective Bohr radius doubles, the required radius doubles too, and a cell scaled in proportion has eight times the volume.

Q: How do you find $x$ without solving a transcendental equation?

A: By continuity. We have $F(0)=1>\varepsilon$, and because $F$ tends to zero there is some $b\ge0$ with $F(b)<\varepsilon$. The intermediate value theorem gives an $x$ in $[0,b]$ with $F(x)=\varepsilon$. It can't be zero, because $F(0)=1\ne\varepsilon$.

The condition $Q(R)<\varepsilon$ now reads $F(R/a)<F(x)$. If $x<R/a$, strict decrease gives this inequality at once. Conversely, if $R/a\le x$, then $F(R/a)\ge F(x)$, which contradicts it. The two branches after `constructor` are these two arguments, with the converse first.

```lean
/-- For each tolerance `ε` between 0 and 1 there is one number `x > 0`, common to all donors,
such that the charge outside `R` is below `ε` exactly when `R` exceeds `x` effective Bohr radii. -/
theorem exists_universal_cutoff {ε : ℝ} (h0 : 0 < ε) (h1 : ε < 1) :
    ∃ x > 0, ∀ a > 0, ∀ R ≥ 0, (outerCharge a R < ε ↔ x * a < R) := by
  obtain ⟨b, hb, hb0⟩ :=
    ((tendsto_outerFraction.eventually_lt_const h0).and (eventually_ge_atTop 0)).exists
  have hz : outerFraction 0 = 1 := by simp [outerFraction]
  -- the tail passes through `ε` between the donor and a distant point
  obtain ⟨x, hx, hxe⟩ := intermediate_value_Icc' hb0
    (fun y _ => (hasDerivAt_outerFraction y).continuousAt.continuousWithinAt)
    (show ε ∈ Icc (outerFraction b) (outerFraction 0) from ⟨hb.le, by linarith⟩)
  have hxpos : 0 < x := by
    refine lt_of_le_of_ne hx.1 (fun h => ?_)
    rw [← h, hz] at hxe
    linarith
  refine ⟨x, hxpos, fun a ha R hR => ?_⟩
  have h : outerCharge a R = outerFraction (R / a) := outerCharge_eq ha R
  have hq : 0 ≤ R / a := div_nonneg hR (le_of_lt ha)
  rw [h, ← lt_div_iff₀ ha, ← hxe]
  constructor
  · intro hlt
    by_contra hn
    have := strictAntiOn_outerFraction.antitoneOn (mem_Ici.mpr hq) (mem_Ici.mpr hx.1)
      (not_lt.mp hn)
    linarith
  · intro hlt
    exact strictAntiOn_outerFraction (mem_Ici.mpr hx.1) (mem_Ici.mpr hq) hlt

end

end ShallowDonorCellSize
```

Q: Then may I tell a colleague that a cube of side $10a$ is converged for a shallow donor?

A: You may say that, in this model, less than 0.3% of the electron's charge lies outside such a cube when it is centred on the donor, because the sphere of radius $5a$ then fits inside it. That last step is elementary geometry which I am adding to the theorems. Convergence is a different matter: the energy of a periodic calculation also depends on the overlap between images, on their electrostatic interaction and on the dispersion of the donor band. Near the donor core, the true potential departs from the screened Coulomb form, and for a deep state the hydrogenic envelope itself is a poor starting point.

```lean
#print axioms ShallowDonorCellSize.outerCharge_zero
-- 'ShallowDonorCellSize.outerCharge_zero' depends on axioms: [propext, Classical.choice, Quot.sound]
#print axioms ShallowDonorCellSize.outerCharge_lt
-- 'ShallowDonorCellSize.outerCharge_lt' depends on axioms: [propext, Classical.choice, Quot.sound]
#print axioms ShallowDonorCellSize.lt_outerCharge
-- 'ShallowDonorCellSize.lt_outerCharge' depends on axioms: [propext, Classical.choice, Quot.sound]
#print axioms ShallowDonorCellSize.exists_universal_cutoff
-- 'ShallowDonorCellSize.exists_universal_cutoff' depends on axioms: [propext, Classical.choice, Quot.sound]
```
